# As a linear crossing becomes trivial, a fixed time grid can miss its derivative coupling or overcount it without bound

Two diabatic states cross at time \(t=0\). Their energies are \(vt\) and \(-vt\), so each changes at a rate of magnitude \(|v|\), and a constant real coupling \(c\) connects them. A crossing is called trivial when \(c\) is so small that the system should pass straight through on its diabatic state. All parameters are real numbers in consistent units.

```lean
import Mathlib

open Filter Topology MeasureTheory Matrix

namespace MissedTrivialCrossing

noncomputable section
```

In the diabatic basis, with components numbered 0 and 1 as in Lean's `Fin 2`, the Hamiltonian is

\[
H(t)=\begin{pmatrix} vt & c\\ c & -vt\end{pmatrix}.
\]

```lean
/-- The diabatic Hamiltonian of a linear crossing at time zero, with energies `v t` and `-v t`
and constant coupling `c`. -/
def hamiltonian (v c t : ℝ) : Matrix (Fin 2) (Fin 2) ℝ := !![v * t, c; c, -(v * t)]
```

For \(c>0\), the adiabatic states are written with a mixing angle

\[
\theta(t)=\frac{\pi}{4}-\frac12\arctan\frac{vt}{c}.
\]

```lean
/-- The mixing angle of the adiabatic states, for `c > 0`. -/
def mixingAngle (v c t : ℝ) : ℝ := Real.pi / 4 - Real.arctan (v * t / c) / 2
```

The upper state is \(u=(\cos\theta,\sin\theta)\), which is normalised.

```lean
/-- The upper adiabatic state, for `c > 0`. -/
def upperState (v c t : ℝ) : Fin 2 → ℝ :=
  ![Real.cos (mixingAngle v c t), Real.sin (mixingAngle v c t)]
```

The lower state is \(l=(-\sin\theta,\cos\theta)\), also normalised and orthogonal to \(u\). These formulas fix the signs of both states continuously in time.

```lean
/-- The lower adiabatic state, for `c > 0`. -/
def lowerState (v c t : ℝ) : Fin 2 → ℝ :=
  ![-Real.sin (mixingAngle v c t), Real.cos (mixingAngle v c t)]
```

The derivative coupling is defined by the Lorentzian

\[
f_c(t)=\frac{cv}{2(v^2t^2+c^2)}.
\]

That it deserves its name is shown in part (b).

```lean
/-- The two-state derivative coupling at time `t`, for `c > 0`. -/
def coupling (v c t : ℝ) : ℝ := c * v / (2 * (v ^ 2 * t ^ 2 + c ^ 2))
```

A simulation with time step \(h\) samples this function on a grid. Let the grid points be \((j+a)h\), where \(j\) runs over all integers and the offset \(a\) fixes where the grid lies relative to the crossing. The step sum is

\[
S_a(c)=\sum_{j\in\mathbb Z} h\,f_c\big((j+a)h\big).
\]

In Lean this is `gridSum v h a c`, an infinite sum `∑'`. Lean gives such a sum the value 0 when it fails to converge, so a limit of zero means something only once convergence is known; part (e) supplies it.

```lean
/-- The sum of step length times coupling over the time grid `(j + a) h`, with `j` running over all
integers, for `c > 0`. -/
def gridSum (v h a c : ℝ) : ℝ := ∑' j : ℤ, h * coupling v c (((j : ℝ) + a) * h)
```

## (a) Adiabatic energies and states

For \(c>0\), show that \(u\) and \(l\) are eigenvectors of the Hamiltonian:

\[
Hu=E\,u,\qquad Hl=-E\,l,\qquad E=\sqrt{v^2t^2+c^2}.
\]

Put \(\alpha=\arctan(vt/c)\). Since \(c>0\), we have \(E\sin\alpha=vt\) and \(E\cos\alpha=c\). The definition of \(\theta\) gives \(\alpha=\pi/2-2\theta\), hence \(vt=E\cos2\theta\) and \(c=E\sin2\theta\). The components of \(Hu\) are

\[
E(\cos2\theta\cos\theta+\sin2\theta\sin\theta)=E\cos\theta,
\]
\[
E(\sin2\theta\cos\theta-\cos2\theta\sin\theta)=E\sin\theta.
\]

The components of \(Hl\) use the same two identities: they are \(E\sin\theta\) and \(-E\cos\theta\), which is \(-E\,l\).

In the proof, `h1` and `h2` are the relations for \(vt\) and \(c\), and `k0` and `k1` are the two displayed identities. The split by `fin_cases` then treats the vectors component by component. The slope \(v\) may have any sign here.

```lean
/-- For `c > 0` the upper and lower adiabatic states are eigenvectors of the Hamiltonian with
energies plus and minus `√(v² t² + c²)`. -/
theorem adiabatic_states {c : ℝ} (hc : 0 < c) (v t : ℝ) :
    hamiltonian v c t *ᵥ upperState v c t = √(v ^ 2 * t ^ 2 + c ^ 2) • upperState v c t ∧
    hamiltonian v c t *ᵥ lowerState v c t =
      (-√(v ^ 2 * t ^ 2 + c ^ 2)) • lowerState v c t := by
  have hs : 0 < √(1 + (v * t / c) ^ 2) := by positivity
  have hE : √(v ^ 2 * t ^ 2 + c ^ 2) = c * √(1 + (v * t / c) ^ 2) := by
    rw [show v ^ 2 * t ^ 2 + c ^ 2 = c ^ 2 * (1 + (v * t / c) ^ 2) by field_simp; ring,
      Real.sqrt_mul (sq_nonneg c), Real.sqrt_sq hc.le]
  have h1 : √(v ^ 2 * t ^ 2 + c ^ 2) * Real.sin (Real.arctan (v * t / c)) = v * t := by
    rw [hE, Real.sin_arctan]
    generalize √(1 + (v * t / c) ^ 2) = s at hs ⊢
    field_simp
  have h2 : √(v ^ 2 * t ^ 2 + c ^ 2) * Real.cos (Real.arctan (v * t / c)) = c := by
    rw [hE, Real.cos_arctan]
    generalize √(1 + (v * t / c) ^ 2) = s at hs ⊢
    field_simp
  -- express the matrix elements through twice the mixing angle
  have hα : Real.arctan (v * t / c) = Real.pi / 2 - 2 * mixingAngle v c t := by
    unfold mixingAngle; ring
  rw [hα, Real.sin_pi_div_two_sub, Real.cos_two_mul] at h1
  rw [hα, Real.cos_pi_div_two_sub, Real.sin_two_mul] at h2
  have hp := Real.sin_sq_add_cos_sq (mixingAngle v c t)
  have k0 : v * t * Real.cos (mixingAngle v c t) + c * Real.sin (mixingAngle v c t) =
      √(v ^ 2 * t ^ 2 + c ^ 2) * Real.cos (mixingAngle v c t) := by
    linear_combination -Real.cos (mixingAngle v c t) * h1 - Real.sin (mixingAngle v c t) * h2
      + 2 * √(v ^ 2 * t ^ 2 + c ^ 2) * Real.cos (mixingAngle v c t) * hp
  have k1 : c * Real.cos (mixingAngle v c t) - v * t * Real.sin (mixingAngle v c t) =
      √(v ^ 2 * t ^ 2 + c ^ 2) * Real.sin (mixingAngle v c t) := by
    linear_combination Real.sin (mixingAngle v c t) * h1 - Real.cos (mixingAngle v c t) * h2
  constructor
  · ext i
    fin_cases i <;>
      simp [hamiltonian, upperState, Matrix.mulVec, dotProduct, Fin.sum_univ_succ] <;> linarith
  · ext i
    fin_cases i <;>
      simp [hamiltonian, lowerState, Matrix.mulVec, dotProduct, Fin.sum_univ_succ] <;> linarith
```

## (b) The rotation of the lower state

For \(c>0\), show that the lower state turns into the upper one at the rate given by the Lorentzian:

\[
\frac{dl}{dt}=f_c(t)\,u(t).
\]

The chain rule gives

\[
\frac{d\theta}{dt}=-\frac12\,\frac{v/c}{1+(vt/c)^2}=-\frac{cv}{2(v^2t^2+c^2)}=-f_c(t).
\]

Therefore

\[
\frac{dl}{dt}=-\frac{d\theta}{dt}(\cos\theta,\sin\theta)=f_c\,u.
\]

Because \(u\) is normalised, \(f_c=u\cdot dl/dt\), the time-derivative coupling between the two states. This is what "derivative coupling" means throughout this text, not the coupling vector formed with nuclear gradients.

`HasDerivAt` states that the derivative exists and has this value. The step `hθ` differentiates the angle, and `hasDerivAt_pi` reduces the vector derivative to its two components.

```lean
/-- For `c > 0` the time derivative of the lower adiabatic state is the derivative coupling
times the upper adiabatic state. -/
theorem hasDerivAt_lowerState {c : ℝ} (hc : 0 < c) (v t : ℝ) :
    HasDerivAt (lowerState v c) (coupling v c t • upperState v c t) t := by
  -- the mixing angle turns at minus the coupling
  have hθ : HasDerivAt (mixingAngle v c) (-coupling v c t) t := by
    have h : HasDerivAt (mixingAngle v c) _ t :=
      ((((hasDerivAt_id t).const_mul v).div_const c).arctan.div_const 2).const_sub (Real.pi / 4)
    refine h.congr_deriv ?_
    have hd : v ^ 2 * t ^ 2 + c ^ 2 ≠ 0 := by positivity
    have hx : 1 + (v * t / c) ^ 2 = (v ^ 2 * t ^ 2 + c ^ 2) / c ^ 2 := by
      field_simp
      ring
    simp only [coupling, mul_one, id]
    rw [hx]
    field_simp
  rw [hasDerivAt_pi]
  intro i
  fin_cases i
  · refine HasDerivAt.congr_deriv
      (show HasDerivAt (fun s => lowerState v c s 0) _ t from hθ.sin.fun_neg) ?_
    show -(Real.cos (mixingAngle v c t) * -coupling v c t) =
      coupling v c t * Real.cos (mixingAngle v c t)
    ring
  · refine HasDerivAt.congr_deriv
      (show HasDerivAt (fun s => lowerState v c s 1) _ t from hθ.cos) ?_
    show -Real.sin (mixingAngle v c t) * -coupling v c t =
      coupling v c t * Real.sin (mixingAngle v c t)
    ring
```

## (c) The integral over all times

For \(v,c>0\), show that \(f_c\) is integrable over the real line and that

\[
\int_{-\infty}^{\infty} f_c(t)\,dt=\frac{\pi}{2}.
\]

Write \(f_c(t)=\dfrac{v}{2c}\,\dfrac{1}{1+(vt/c)^2}\) and substitute \(x=vt/c\), so that \(dt=(c/v)\,dx\):

\[
\int_{-\infty}^{\infty} f_c\,dt=\frac12\int_{-\infty}^{\infty}\frac{dx}{1+x^2}=\frac{\pi}{2}.
\]

Integrability follows from that of \(1/(1+x^2)\). The value is the total angle through which the adiabatic states turn, and it does not depend on \(c\).

The rewriting of \(f_c\) is `hfun`, and the substitution is `key`.

```lean
/-- For `v, c > 0` the derivative coupling is integrable over all times, and its integral
is `π / 2`. -/
theorem integral_coupling {v c : ℝ} (hv : 0 < v) (hc : 0 < c) :
    Integrable (coupling v c) ∧ ∫ t, coupling v c t = Real.pi / 2 := by
  have hfun : coupling v c = fun t => v / (2 * c) * (1 + (v / c * t) ^ 2)⁻¹ := by
    funext t
    have hd : v ^ 2 * t ^ 2 + c ^ 2 ≠ 0 := by positivity
    have hx : 1 + (v / c * t) ^ 2 = (v ^ 2 * t ^ 2 + c ^ 2) / c ^ 2 := by
      field_simp
      ring
    rw [hx, coupling]
    field_simp
  have hpos : 0 < v / c := by positivity
  -- rescale time by `v / c`
  have key : ∫ t : ℝ, (1 + (v / c * t) ^ 2)⁻¹ = |(v / c)⁻¹| • ∫ x : ℝ, (1 + x ^ 2)⁻¹ :=
    Measure.integral_comp_mul_left (fun x : ℝ => (1 + x ^ 2)⁻¹) (v / c)
  rw [hfun]
  refine ⟨(integrable_inv_one_add_sq.comp_mul_left' hpos.ne').const_mul _, ?_⟩
  rw [integral_const_mul, key, integral_univ_inv_one_add_sq, abs_of_pos (inv_pos.2 hpos),
    smul_eq_mul]
  field_simp
```

## (d) A bound on one grid term

For \(v,h,c>0\) and \(x\neq0\), show that the grid point \(xh\) contributes at most

\[
h\,f_c(xh)\le\frac{c}{2vh}\,\frac1{x^2}.
\]

Omitting \(c^2\) from the denominator can only increase the fraction:

\[
h\,\frac{cv}{2(v^2x^2h^2+c^2)}\le h\,\frac{cv}{2v^2x^2h^2}=\frac{c}{2vh\,x^2}.
\]

The `calc` block has these two steps, with `gcongr` carrying the inequality through the fraction.

```lean
/-- For `v, h, c > 0`, a grid point `x h` away from the crossing contributes at most
`c / (2 v h x²)` to the grid sum. -/
theorem term_le {v h c x : ℝ} (hv : 0 < v) (hh : 0 < h) (hc : 0 < c) (hx : x ≠ 0) :
    h * coupling v c (x * h) ≤ c / (2 * v * h) * (1 / x ^ 2) := by
  have hle : v ^ 2 * (x * h) ^ 2 ≤ v ^ 2 * (x * h) ^ 2 + c ^ 2 :=
    le_add_of_nonneg_right (sq_nonneg c)
  calc h * coupling v c (x * h) ≤ h * (c * v / (2 * (v ^ 2 * (x * h) ^ 2))) := by
        unfold coupling
        gcongr
    _ = c / (2 * v * h) * (1 / x ^ 2) := by field_simp
```

## (e) Convergence of the step sum

For \(v,h,c>0\) and every real offset \(a\), show that the series converges:

\[
\sum_{j\in\mathbb Z}h\,f_c\big((j+a)h\big)<\infty.
\]

At most one integer satisfies \(j+a=0\), and its single term is finite. For all others, part (d) with \(x=j+a\) bounds the term by a constant times \(1/(j+a)^2\), whose sum over those integers converges. All terms are nonnegative, so comparison finishes the argument.

In Lean, `hs` is the convergence of the comparison series, `hfin` says that the exceptional set is finite, and `Summable.of_norm_bounded_eventually` permits finitely many exceptions to the bound.

```lean
/-- For `v, h, c > 0` the grid sum converges, whatever the offset `a` of the grid. -/
theorem summable_grid {v h c : ℝ} (hv : 0 < v) (hh : 0 < h) (hc : 0 < c) (a : ℝ) :
    Summable (fun j : ℤ => h * coupling v c (((j : ℝ) + a) * h)) := by
  have hs : Summable (fun j : ℤ => 1 / ((j : ℝ) + a) ^ 2) := by
    simpa [Real.rpow_two, sq_abs] using (Real.summable_one_div_int_add_rpow a 2).2 one_lt_two
  refine Summable.of_norm_bounded_eventually (hs.mul_left (c / (2 * v * h))) ?_
  -- at most one grid point sits on the crossing
  have hfin : {j : ℤ | (j : ℝ) + a = 0}.Finite := by
    apply Set.Subsingleton.finite
    intro i hi j hj
    have hi' : (i : ℝ) + a = 0 := hi
    have hj' : (j : ℝ) + a = 0 := hj
    have hij : (i : ℝ) = j := by linarith
    exact_mod_cast hij
  refine Filter.eventually_cofinite.2 (hfin.subset ?_)
  intro j hj
  by_contra hne
  apply hj
  rw [Real.norm_of_nonneg (by unfold coupling; positivity)]
  exact term_le hv hh hc hne
```

## (f) Grids that avoid the crossing

Let \(v,h>0\), and suppose that \(j+a\neq0\) for every integer \(j\). Show that, with \(h\) and \(a\) held fixed,

\[
\lim_{c\to0^+}S_a(c)=0.
\]

The bound of part (d) now holds for every term, so

\[
0\le S_a(c)\le\frac{c}{2vh}\sum_{j\in\mathbb Z}\frac1{(j+a)^2}.
\]

The remaining sum is finite and independent of \(c\). The right-hand side therefore tends to zero, and \(S_a(c)\) is squeezed between it and zero.

The notation `𝓝[>] 0` means that \(c\) approaches zero through positive values. The limit of the upper bound is `hlim`, and `squeeze_zero'` combines the two inequalities.

```lean
/-- For `v, h > 0`, if no grid point falls on the crossing, the grid sum tends to zero as
`c` tends to zero from above. -/
theorem gridSum_tendsto_zero {v h a : ℝ} (hv : 0 < v) (hh : 0 < h)
    (ha : ∀ j : ℤ, (j : ℝ) + a ≠ 0) :
    Tendsto (fun c => gridSum v h a c) (𝓝[>] 0) (𝓝 0) := by
  have hs : Summable (fun j : ℤ => 1 / ((j : ℝ) + a) ^ 2) := by
    simpa [Real.rpow_two, sq_abs] using (Real.summable_one_div_int_add_rpow a 2).2 one_lt_two
  have hlim : Tendsto (fun c : ℝ => c / (2 * v * h) * ∑' j : ℤ, 1 / ((j : ℝ) + a) ^ 2)
      (𝓝[>] 0) (𝓝 0) := by
    have h0 : Tendsto (fun c : ℝ => c) (𝓝[>] 0) (𝓝 0) := tendsto_id.mono_left nhdsWithin_le_nhds
    simpa only [zero_div, zero_mul] using (h0.div_const (2 * v * h)).mul_const _
  refine squeeze_zero' ?_ ?_ hlim
  · filter_upwards [self_mem_nhdsWithin] with c hc
    have hc' : 0 < c := hc
    exact tsum_nonneg fun j => by unfold coupling; positivity
  · filter_upwards [self_mem_nhdsWithin] with c hc
    rw [← tsum_mul_left]
    exact (summable_grid hv hh hc a).tsum_le_tsum
      (fun j => term_le hv hh hc (ha j)) (hs.mul_left _)
```

## (g) Grids that hit the crossing

Let \(v,h>0\), and let the offset be an integer \(m\). Show that

\[
\lim_{c\to0^+}S_m(c)=+\infty.
\]

The grid point with \(j=-m\) lies at \(t=0\), where the coupling has its peak. Its term alone is

\[
h\,f_c(0)=h\,\frac{cv}{2c^2}=\frac{hv}{2c}.
\]

All other terms are nonnegative, so \(S_m(c)\ge hv/(2c)\), which grows without bound.

In Lean, `hterm` says that one term is at most the whole sum, `heq` evaluates that term, and `tendsto_atTop_mono'` passes the divergence on to the sum. Parts (f) and (g) together settle every fixed offset, since a grid either avoids \(t=0\) or has an integer offset.

```lean
/-- For `v, h > 0`, if the grid offset is an integer `m`, the grid sum tends to infinity as
`c` tends to zero from above. -/
theorem gridSum_tendsto_atTop {v h : ℝ} (hv : 0 < v) (hh : 0 < h) (m : ℤ) :
    Tendsto (fun c => gridSum v h m c) (𝓝[>] 0) atTop := by
  have hlim : Tendsto (fun c : ℝ => h * v / 2 * c⁻¹) (𝓝[>] 0) atTop :=
    tendsto_inv_nhdsGT_zero.const_mul_atTop (by positivity)
  refine tendsto_atTop_mono' _ ?_ hlim
  filter_upwards [self_mem_nhdsWithin] with c hc
  have hc' : 0 < c := hc
  -- keep only the grid point on the crossing
  have hterm := (summable_grid hv hh hc' (m : ℝ)).le_tsum (-m)
    (fun j _ => by unfold coupling; positivity)
  have heq : h * coupling v c ((((-m : ℤ) : ℝ) + m) * h) = h * v / 2 * c⁻¹ := by
    rw [show (((-m : ℤ) : ℝ) + m) * h = 0 by push_cast; ring]
    unfold coupling
    rw [show v ^ 2 * (0 : ℝ) ^ 2 + c ^ 2 = c ^ 2 by ring]
    field_simp
  rw [← heq]
  exact hterm
```

## (h) Same integral, opposite step sums

For \(v,h>0\), combine the results into one statement:

\[
\int_{-\infty}^{\infty}f_c\,dt=\frac{\pi}{2}\ \text{ for every } c>0,
\]
\[
\sum_{j\in\mathbb Z}h f_c\big((j+\tfrac12)h\big)\to0,\qquad
\sum_{j\in\mathbb Z}h f_c(jh)\to\infty\qquad(c\to0^+).
\]

The integral is part (c). For the first sum, \(j+\tfrac12=0\) would require \(2j+1=0\), which is impossible for an integer, so part (f) applies. The second sum is part (g) with \(m=0\).

Take \(v=h=1\) and \(c=0.01\) as an example. On the half-integer grid, the two points nearest the crossing contribute

\[
2\cdot\frac{0.01}{2(0.25+0.0001)}\approx0.040.
\]

Since \(\sum_j 1/(j+\tfrac12)^2=\pi^2\), the bound in part (f) keeps the whole sum below \(0.005\,\pi^2\approx0.0493\). On the integer grid, the point at \(t=0\) alone contributes \(1/(2\cdot0.01)=50\). The integral is about \(1.571\) in both cases.

This bears on surface-hopping simulations that sample the derivative coupling only at time steps: in this isolated two-state model with linear energies and constant coupling, a fixed step can pass over a nearly trivial crossing almost unnoticed. The theorem concerns step sums on an infinite uniform grid; it computes neither electronic amplitudes nor hopping probabilities.

In the Lean proof, the `refine` line assembles the three claims, `omega` rules out \(2j+1=0\), and the final `simpa` specialises the integer offset to zero.

```lean
/-- For `v, h > 0` the integrated derivative coupling is `π / 2` for every `c > 0`. As `c` tends
to zero from above, its sum over the grid `(j + 1/2) h` tends to zero, and its sum over the
grid `j h` tends to infinity. -/
theorem missed_trivial_crossing {v h : ℝ} (hv : 0 < v) (hh : 0 < h) :
    (∀ c : ℝ, 0 < c → ∫ t, coupling v c t = Real.pi / 2) ∧
    Tendsto (fun c => ∑' j : ℤ, h * coupling v c (((j : ℝ) + 1 / 2) * h)) (𝓝[>] 0) (𝓝 0) ∧
    Tendsto (fun c => ∑' j : ℤ, h * coupling v c ((j : ℝ) * h)) (𝓝[>] 0) atTop := by
  refine ⟨fun c hc => (integral_coupling hv hc).2, gridSum_tendsto_zero hv hh ?_, ?_⟩
  · intro j hj
    have h2 : (2 * j + 1 : ℝ) = 0 := by linarith
    have h3 : 2 * j + 1 = 0 := by exact_mod_cast h2
    omega
  · simpa only [gridSum, Int.cast_zero, add_zero] using gridSum_tendsto_atTop hv hh 0

end

end MissedTrivialCrossing
```

```lean
#print axioms MissedTrivialCrossing.adiabatic_states
#print axioms MissedTrivialCrossing.hasDerivAt_lowerState
#print axioms MissedTrivialCrossing.missed_trivial_crossing
```

```
'MissedTrivialCrossing.adiabatic_states' depends on axioms: [propext, Classical.choice, Quot.sound]
'MissedTrivialCrossing.hasDerivAt_lowerState' depends on axioms: [propext, Classical.choice, Quot.sound]
'MissedTrivialCrossing.missed_trivial_crossing' depends on axioms: [propext, Classical.choice, Quot.sound]
```
